# One basis function mixed from two eigenvectors can put a computed level anywhere between their eigenvalues

A four-component code diagonalises the Dirac Hamiltonian in a finite basis and looks for bound states in the gap between the negative-energy and positive-energy continua. If it accepts every eigenvalue found there, it can report a bound state that does not exist. Good quality in the rest of the basis is no protection: in the model below, all the other basis functions are exact eigenvectors, and a single bad one still produces a level at any chosen energy between two eigenvalues.

## The added level and its residual

Let $T$ be a linear operator with orthonormal eigenvectors $u$, $v$ and $w_i$, at real eigenvalues $a$, $b$ and $\omega_i$, with $a<b$. For every $E$ with $a<E<b$ there is a unit vector $f$ in the span of $u$ and $v$ such that the matrix of $T$ in the basis $\{f, w_i\}$ is diagonal with entries $E$ and $\omega_i$. The computed levels are exactly these numbers. If $T$ has no eigenvalue between $a$ and $b$, the level $E$ is not an eigenvalue of $T$, and well away from both ends it is spurious: it does not even approximate one.

The residual of $f$ shows that $f$ is not an eigenvector:

$$\|Tf-Ef\|^2=(E-a)(b-E).$$

This is positive inside the interval and largest at the midpoint, where the residual norm is $(b-a)/2$. It tends to zero at the ends, where $f$ approaches $u$ or $v$ up to a phase and the level becomes an ordinary approximation to $a$ or $b$.

## Selecting bound states by an energy window

A code that picks out bound states by energy alone relies on levels in the window belonging to true states. For an operator with the eigenvectors assumed here and no eigenvalue between $a$ and $b$, the result shows that this reliance can fail at every energy between them that is well away from both.

The residual has to be computed with information from outside the basis. The part of $Tf-Ef$ that lies in the trial space is zero by construction, so the diagonalised matrix looks perfectly converged. For a unit vector with real mean energy $E$, the squared norm of the full residual is $\|Tf\|^2-E^2$, which needs $\|Tf\|^2$ evaluated without projection onto the basis.

For the matrix $\mathrm{diag}(-1,1,2)$, take $f=(u+v)/\sqrt2$ with $u$ at $-1$ and $v$ at $1$, and keep the eigenvector at $2$. The computed levels are $0$ and $2$, and the residual norm of $f$ is $1$.

## Weights that place the level

Write $f=cu+sv$ with $|c|^2+|s|^2=1$. Orthonormality gives $\|f\|=1$ and $\langle w_i,f\rangle=0$. Since $Tf=acu+bsv$,

$$\langle w_i,Tf\rangle=0,\qquad \langle f,Tw_i\rangle=\omega_i\langle f,w_i\rangle=0,$$

$$\langle f,Tf\rangle=a|c|^2+b|s|^2.$$

The matrix is therefore diagonal. Choose

$$|c|^2=\frac{b-E}{b-a},\qquad |s|^2=\frac{E-a}{b-a}.$$

Both weights are positive, they add up to 1, and the new diagonal entry is

$$\frac{a(b-E)+b(E-a)}{b-a}=E.$$

Next, the levels. A number $\mu$ is a level of the trial space if some nonzero $x$ in it has $Tx-\mu x$ orthogonal to the whole space. Let $e_j$ be the orthonormal trial basis and $d_j$ the diagonal entries. By linearity $\langle e_j,Tx\rangle=d_j\langle e_j,x\rangle$, so the condition reads $(d_j-\mu)\langle e_j,x\rangle=0$ for all $j$. If $\mu$ differs from every $d_j$, all coefficients of $x$ vanish and $x=0$, a contradiction. Conversely, $x=e_j$ satisfies the condition with $\mu=d_j$.

The level added by a unit vector $f$ in the span of $u$ and $v$ always lies in $[a,b]$. Its mean energy $m=a|c|^2+b|s|^2$ satisfies $m-a=(b-a)|s|^2\ge0$ and $b-m=(b-a)|c|^2\ge0$.

For the residual, let $E$ be the mean energy of $f$. Then $Tf-Ef=(a-E)cu+(b-E)sv$, and

$$\begin{aligned}
\|Tf-Ef\|^2&=(a-E)^2|c|^2+(b-E)^2|s|^2\\
&=a^2|c|^2+b^2|s|^2-E^2\\
&=(a+b)E-ab-E^2=(E-a)(b-E).
\end{aligned}$$

The third line uses $a^2|c|^2+b^2|s|^2=(a+b)(a|c|^2+b|s|^2)-ab(|c|^2+|s|^2)$.

## The theorems in Lean

```lean
import Mathlib

open Matrix

namespace SpectralPollution

noncomputable section

variable {V : Type*} [NormedAddCommGroup V] [InnerProductSpace ℂ V] {ι κ : Type*}

/-- `μ` is a Galerkin level of `T` in the trial space `S`: some nonzero trial vector `x` has a
residual `T x - μ x` orthogonal to all of `S`. -/
def IsGalerkinLevel (T : V →ₗ[ℂ] V) (S : Submodule ℂ V) (μ : ℂ) : Prop :=
  ∃ x ∈ S, x ≠ 0 ∧ ∀ y ∈ S, inner ℂ y (T x - μ • x) = 0

/-- The matrix of elements `⟨e i, T e j⟩` of an operator in a family of basis functions. -/
def compression (T : V →ₗ[ℂ] V) (e : κ → V) : Matrix κ κ ℂ :=
  Matrix.of fun i j => inner ℂ (e i) (T (e j))

/-- The basis functions `w i` together with one more function `f`, which has the label `none`. -/
def enrich (w : ι → V) (f : V) : Option ι → V := fun o => o.elim f w

/-- The vectors `u`, `v` and all `w i` are orthonormal eigenvectors of `T`, with real
eigenvalues `a`, `b` and `ω i`. -/
structure GapStates (T : V →ₗ[ℂ] V) (a b : ℝ) (u v : V) (ω : ι → ℝ) (w : ι → V) : Prop where
  norm_u : ‖u‖ = 1
  norm_v : ‖v‖ = 1
  ortho_uv : inner ℂ u v = 0
  ortho_w : Orthonormal ℂ w
  ortho_wu : ∀ i, inner ℂ (w i) u = 0
  ortho_wv : ∀ i, inner ℂ (w i) v = 0
  eig_u : T u = (a : ℂ) • u
  eig_v : T v = (b : ℂ) • v
  eig_w : ∀ i, T (w i) = (ω i : ℂ) • w i

/-- If the matrix of `T` in an orthonormal basis of the trial space is diagonal, the Galerkin
levels are exactly the diagonal entries. -/
theorem level_iff_of_diagonal [DecidableEq κ] {T : V →ₗ[ℂ] V} {e : κ → V}
    (he : Orthonormal ℂ e) {d : κ → ℂ} (hd : compression T e = Matrix.diagonal d) (μ : ℂ) :
    IsGalerkinLevel T (Submodule.span ℂ (Set.range e)) μ ↔ ∃ i, μ = d i := by
  have hT : ∀ i j, inner ℂ (e i) (T (e j)) = d i * inner ℂ (e i) (e j) := by
    intro i j
    have h := congrFun (congrFun hd i) j
    rw [orthonormal_iff_ite.mp he i j]
    simpa [compression, Matrix.diagonal_apply] using h
  -- a vector orthogonal to the basis is orthogonal to the trial space
  have key : ∀ z, (∀ i, inner ℂ (e i) z = 0) →
      ∀ y ∈ Submodule.span ℂ (Set.range e), inner ℂ y z = 0 := by
    intro z hz y hy
    induction hy using Submodule.span_induction with
    | mem y hy => obtain ⟨j, rfl⟩ := hy; exact hz j
    | zero => simp
    | add x y _ _ hx hy => rw [inner_add_left, hx, hy, add_zero]
    | smul c y _ hy => rw [inner_smul_left, hy, mul_zero]
  have hproj : ∀ i, ∀ z ∈ Submodule.span ℂ (Set.range e),
      inner ℂ (e i) (T z) = d i * inner ℂ (e i) z := by
    intro i z hz
    induction hz using Submodule.span_induction with
    | mem z hz => obtain ⟨j, rfl⟩ := hz; exact hT i j
    | zero => simp
    | add y z _ _ hy hz => rw [map_add, inner_add_right, inner_add_right, hy, hz]; ring
    | smul c z _ hz => rw [map_smul, inner_smul_right, inner_smul_right, hz]; ring
  constructor
  · rintro ⟨x, hx, hx0, hres⟩
    by_contra hne
    have h0 : ∀ i, inner ℂ (e i) x = 0 := by
      intro i
      have h := hres (e i) (Submodule.subset_span ⟨i, rfl⟩)
      rw [inner_sub_right, inner_smul_right, hproj i x hx, ← sub_mul] at h
      exact (mul_eq_zero.mp h).resolve_left fun h' => hne ⟨i, (sub_eq_zero.mp h').symm⟩
    exact hx0 (inner_self_eq_zero.mp (key x h0 x hx))
  · rintro ⟨i, rfl⟩
    refine ⟨e i, Submodule.subset_span ⟨i, rfl⟩, he.ne_zero i, key _ fun j => ?_⟩
    rw [inner_sub_right, inner_smul_right, hT, orthonormal_iff_ite.mp he j i]
    by_cases h : j = i
    · subst h; simp
    · simp [h]

variable {T : V →ₗ[ℂ] V} {a b : ℝ} {u v : V} {ω : ι → ℝ} {w : ι → V}

/-- For `u` and `v` as in `GapStates`, which are orthonormal, the squared norm of `c u + s v` is
`|c|² + |s|²`. -/
theorem norm_sq_mix (h : GapStates T a b u v ω w) (c s : ℂ) :
    ‖c • u + s • v‖ ^ 2 = ‖c‖ ^ 2 + ‖s‖ ^ 2 := by
  rw [norm_add_sq (𝕜 := ℂ), inner_smul_left, inner_smul_right, h.ortho_uv, norm_smul, norm_smul,
    h.norm_u, h.norm_v]
  simp

/-- Under `GapStates`, adding a mixture `c u + s v` with `|c|² + |s|² = 1` to the `w i` gives an
orthonormal family in which the matrix of elements of `T` is diagonal, with the entries `ω i` and
the new entry `a |c|² + b |s|²`. -/
theorem enrich_diagonal [DecidableEq ι] (h : GapStates T a b u v ω w) {c s : ℂ}
    (hcs : ‖c‖ ^ 2 + ‖s‖ ^ 2 = 1) :
    Orthonormal ℂ (enrich w (c • u + s • v)) ∧
      compression T (enrich w (c • u + s • v)) = Matrix.diagonal (fun o : Option ι =>
        o.elim ((a * ‖c‖ ^ 2 + b * ‖s‖ ^ 2 : ℝ) : ℂ) fun i => (ω i : ℂ)) := by
  have huu : inner ℂ u u = 1 := by rw [inner_self_eq_norm_sq_to_K, h.norm_u]; simp
  have hvv : inner ℂ v v = 1 := by rw [inner_self_eq_norm_sq_to_K, h.norm_v]; simp
  have hvu : inner ℂ v u = 0 := inner_eq_zero_symm.mp h.ortho_uv
  have hcc := Complex.conj_mul' c
  have hss := Complex.conj_mul' s
  have hcs' : (‖c‖ : ℂ) ^ 2 + (‖s‖ : ℂ) ^ 2 = 1 := by exact_mod_cast hcs
  have hff : inner ℂ (c • u + s • v) (c • u + s • v) = 1 := by
    simp only [inner_add_left, inner_add_right, inner_smul_left, inner_smul_right, huu, hvv,
      hvu, h.ortho_uv]
    linear_combination hcc + hss + hcs'
  have hfTf : inner ℂ (c • u + s • v) (T (c • u + s • v)) =
      ((a * ‖c‖ ^ 2 + b * ‖s‖ ^ 2 : ℝ) : ℂ) := by
    simp only [map_add, map_smul, h.eig_u, h.eig_v, inner_add_left, inner_add_right,
      inner_smul_left, inner_smul_right, huu, hvv, hvu, h.ortho_uv]
    push_cast
    linear_combination (a : ℂ) * hcc + (b : ℂ) * hss
  have hwf : ∀ i, inner ℂ (w i) (c • u + s • v) = 0 := fun i => by
    simp [h.ortho_wu, h.ortho_wv]
  have hfw : ∀ i, inner ℂ (c • u + s • v) (w i) = 0 := fun i => inner_eq_zero_symm.mp (hwf i)
  have hww := orthonormal_iff_ite.mp h.ortho_w
  constructor
  · rw [orthonormal_iff_ite]
    rintro (_ | i) (_ | j)
    · rw [if_pos rfl]; exact hff
    · rw [if_neg (by simp)]; exact hfw j
    · rw [if_neg (by simp)]; exact hwf i
    · simpa [enrich] using hww i j
  · ext i j
    rw [Matrix.diagonal_apply]
    rcases i with _ | i <;> rcases j with _ | j
    · rw [if_pos rfl]; exact hfTf
    · rw [if_neg (by simp)]
      change inner ℂ (c • u + s • v) (T (w j)) = 0
      rw [h.eig_w, inner_smul_right, hfw, mul_zero]
    · rw [if_neg (by simp)]
      change inner ℂ (w i) (T (c • u + s • v)) = 0
      simp [h.eig_u, h.eig_v, h.ortho_wu, h.ortho_wv]
    · change inner ℂ (w i) (T (w j)) = if some i = some j then (ω i : ℂ) else 0
      rw [h.eig_w, inner_smul_right, hww i j]
      by_cases hij : i = j
      · subst hij; simp
      · simp [hij]

/-- Under `GapStates`, for every energy `E` strictly between `a` and `b`, some unit vector `f` in
the span of `u` and `v` makes the compression of `T` to the span of the `w i` and `f` diagonal with
entries `E` and `ω i`, and these are exactly its levels. -/
theorem spectral_pollution [DecidableEq ι] (h : GapStates T a b u v ω w) {E : ℝ}
    (haE : a < E) (hEb : E < b) :
    ∃ f ∈ Submodule.span ℂ ({u, v} : Set V), ‖f‖ = 1 ∧
      compression T (enrich w f) =
        Matrix.diagonal (fun o : Option ι => o.elim (E : ℂ) fun i => (ω i : ℂ)) ∧
      ∀ μ : ℂ, IsGalerkinLevel T (Submodule.span ℂ (Set.range (enrich w f))) μ ↔
        μ = E ∨ ∃ i, μ = ω i := by
  have hne : b - a ≠ 0 := by linarith
  -- the weights of `u` and `v` that put the mean energy at `E`
  have hw : ∀ x : ℝ, 0 ≤ x → ‖((√(x / (b - a)) : ℝ) : ℂ)‖ ^ 2 = x / (b - a) := by
    intro x hx
    rw [Complex.norm_real, Real.norm_eq_abs, sq_abs,
      Real.sq_sqrt (div_nonneg hx (by linarith))]
  have hc := hw (b - E) (by linarith)
  have hs := hw (E - a) (by linarith)
  have hsum : (b - E) / (b - a) + (E - a) / (b - a) = 1 := by
    rw [← add_div, div_eq_iff hne]; ring
  have hmean : a * ((b - E) / (b - a)) + b * ((E - a) / (b - a)) = E := by
    rw [← mul_div_assoc, ← mul_div_assoc, ← add_div, div_eq_iff hne]; ring
  obtain ⟨ho, hd⟩ := enrich_diagonal h (c := ((√((b - E) / (b - a)) : ℝ) : ℂ))
    (s := ((√((E - a) / (b - a)) : ℝ) : ℂ)) (by rw [hc, hs]; exact hsum)
  rw [hc, hs, hmean] at hd
  refine ⟨_, Submodule.mem_span_pair.mpr ⟨_, _, rfl⟩, ho.1 none, hd, fun μ => ?_⟩
  rw [level_iff_of_diagonal ho hd]
  exact Option.exists

/-- Conversely, under `GapStates` with `a ≤ b`, adding a unit vector from the span of `u` and `v` to
the `w i` gives no levels other than the `ω i` and real numbers in `[a, b]`. -/
theorem level_confined (h : GapStates T a b u v ω w) (hab : a ≤ b) {f : V}
    (hf : f ∈ Submodule.span ℂ ({u, v} : Set V)) (hn : ‖f‖ = 1) {μ : ℂ}
    (hμ : IsGalerkinLevel T (Submodule.span ℂ (Set.range (enrich w f))) μ) :
    (∃ i, μ = ω i) ∨ ∃ E : ℝ, a ≤ E ∧ E ≤ b ∧ μ = E := by
  classical
  obtain ⟨c, s, rfl⟩ := Submodule.mem_span_pair.mp hf
  have hcs : ‖c‖ ^ 2 + ‖s‖ ^ 2 = 1 := by rw [← norm_sq_mix h, hn, one_pow]
  obtain ⟨ho, hd⟩ := enrich_diagonal h hcs
  obtain ⟨o, hμo⟩ := (level_iff_of_diagonal ho hd μ).mp hμ
  rcases o with _ | i
  · refine Or.inr ⟨_, ?_, ?_, hμo⟩
    · have ha : a * (‖c‖ ^ 2 + ‖s‖ ^ 2) = a := by rw [hcs, mul_one]
      nlinarith [mul_nonneg (sub_nonneg.mpr hab) (sq_nonneg ‖s‖)]
    · have hb : b * (‖c‖ ^ 2 + ‖s‖ ^ 2) = b := by rw [hcs, mul_one]
      nlinarith [mul_nonneg (sub_nonneg.mpr hab) (sq_nonneg ‖c‖)]
  · exact Or.inl ⟨i, hμo⟩

/-- Under `GapStates`, a unit vector `f` in the span of `u` and `v` with real mean energy `E` has
the squared residual `‖T f - E f‖² = (E - a)(b - E)`. -/
theorem residual_sq (h : GapStates T a b u v ω w) {f : V}
    (hf : f ∈ Submodule.span ℂ ({u, v} : Set V)) (hn : ‖f‖ = 1) {E : ℝ}
    (hE : inner ℂ f (T f) = (E : ℂ)) :
    ‖T f - (E : ℂ) • f‖ ^ 2 = (E - a) * (b - E) := by
  classical
  obtain ⟨c, s, rfl⟩ := Submodule.mem_span_pair.mp hf
  have hcs : ‖c‖ ^ 2 + ‖s‖ ^ 2 = 1 := by rw [← norm_sq_mix h, hn, one_pow]
  have hd := congrFun (congrFun (enrich_diagonal h hcs).2 none) none
  rw [Matrix.diagonal_apply_eq] at hd
  have hmean : a * ‖c‖ ^ 2 + b * ‖s‖ ^ 2 = E := Complex.ofReal_injective (hd.symm.trans hE)
  -- the residual again lies in the span of `u` and `v`
  have hres : T (c • u + s • v) - (E : ℂ) • (c • u + s • v) =
      (c * ((a - E : ℝ) : ℂ)) • u + (s * ((b - E : ℝ) : ℂ)) • v := by
    rw [map_add, map_smul, map_smul, h.eig_u, h.eig_v]
    push_cast
    module
  rw [hres, norm_sq_mix h]
  simp only [norm_mul, Complex.norm_real, Real.norm_eq_abs, mul_pow, sq_abs]
  linear_combination (a + b - 2 * E) * hmean + (E ^ 2 - a * b) * hcs

/-- For a Hermitian operator in finite dimension, any two distinct members of its orthonormal
eigenbasis can serve as `u` and `v`, with all the others as the `w i`. -/
theorem gapStates_of_isSymmetric [FiniteDimensional ℂ V] (hT : T.IsSymmetric) {n : ℕ}
    (hn : Module.finrank ℂ V = n) {p q : Fin n} (hpq : p ≠ q) :
    GapStates T (hT.eigenvalues hn p) (hT.eigenvalues hn q)
      (hT.eigenvectorBasis hn p) (hT.eigenvectorBasis hn q)
      (fun i : {i : Fin n // i ≠ p ∧ i ≠ q} => hT.eigenvalues hn i)
      (fun i => hT.eigenvectorBasis hn i) where
  norm_u := (hT.eigenvectorBasis hn).orthonormal.1 p
  norm_v := (hT.eigenvectorBasis hn).orthonormal.1 q
  ortho_uv := (hT.eigenvectorBasis hn).orthonormal.2 hpq
  ortho_w := (hT.eigenvectorBasis hn).orthonormal.comp _ Subtype.val_injective
  ortho_wu := fun i => (hT.eigenvectorBasis hn).orthonormal.2 i.2.1
  ortho_wv := fun i => (hT.eigenvectorBasis hn).orthonormal.2 i.2.2
  eig_u := hT.apply_eigenvectorBasis hn p
  eig_v := hT.apply_eigenvectorBasis hn q
  eig_w := fun i => hT.apply_eigenvectorBasis hn i

/-- The three-level operator `diag(-1, 1, 2)`. -/
def threeLevel : EuclideanSpace ℂ (Fin 3) →ₗ[ℂ] EuclideanSpace ℂ (Fin 3) where
  toFun x := !₂[-x 0, x 1, 2 * x 2]
  map_add' x y := by
    ext i
    fin_cases i <;> simp <;> ring
  map_smul' c x := by
    ext i
    fin_cases i <;> simp
    ring

/-- The coordinate vectors of the three-level operator `diag(-1, 1, 2)` are orthonormal
eigenvectors, with `u` at `-1`, `v` at `1` and a single `w` at `2`. -/
theorem gapStates_witness :
    GapStates threeLevel (-1) 1 !₂[1, 0, 0] !₂[0, 1, 0]
      (fun _ : Fin 1 => 2) (fun _ => !₂[0, 0, 1]) where
  norm_u := by simp [EuclideanSpace.norm_eq, Fin.sum_univ_three]
  norm_v := by simp [EuclideanSpace.norm_eq, Fin.sum_univ_three]
  ortho_uv := by simp [PiLp.inner_apply, Fin.sum_univ_three]
  ortho_w := ⟨fun _ => by simp [EuclideanSpace.norm_eq, Fin.sum_univ_three],
    fun i j hij => absurd (Subsingleton.elim i j) hij⟩
  ortho_wu := fun _ => by simp [PiLp.inner_apply, Fin.sum_univ_three]
  ortho_wv := fun _ => by simp [PiLp.inner_apply, Fin.sum_univ_three]
  eig_u := by ext i; fin_cases i <;> simp [threeLevel]
  eig_v := by ext i; fin_cases i <;> simp [threeLevel]
  eig_w := fun _ => by ext i; fin_cases i <;> simp [threeLevel]

end

end SpectralPollution
```

```lean
#print axioms SpectralPollution.level_iff_of_diagonal
#print axioms SpectralPollution.level_confined
#print axioms SpectralPollution.residual_sq
#print axioms SpectralPollution.gapStates_of_isSymmetric
```

```
'SpectralPollution.level_iff_of_diagonal' depends on axioms: [propext, Classical.choice, Quot.sound]
'SpectralPollution.level_confined' depends on axioms: [propext, Classical.choice, Quot.sound]
'SpectralPollution.residual_sq' depends on axioms: [propext, Classical.choice, Quot.sound]
'SpectralPollution.gapStates_of_isSymmetric' depends on axioms: [propext, Classical.choice, Quot.sound]
```

## Reading the statements and their proofs

`GapStates` collects the assumptions on $u$, $v$ and $w_i$. Despite its name, it does not require the interval between $a$ and $b$ to be free of eigenvalues, and $u$ and $v$ sit at its ends. The type `κ` labels basis functions and is not the relativistic angular quantum number. The family `w` may have any size; if it is empty, the trial space is spanned by $f$ alone.

`enrich w f` is the basis with $f$ added under the label `none`, and `compression` is its matrix of elements $\langle e_i,Te_j\rangle$, with the inner product conjugate-linear in the first argument. `IsGalerkinLevel` is the residual condition used above; it allows complex $\mu$. The diagonal matrix in `spectral_pollution` also shows multiplicities, which matter when $E$ equals some $\omega_i$. The name of that theorem is borrowed: spectral pollution usually means spurious levels that persist as the trial spaces grow towards the full space, whereas the theorem concerns one fixed trial space.

`level_iff_of_diagonal` proves the statement about levels: induction over the span extends the matrix elements from basis functions to all trial vectors. `enrich_diagonal` computes the inner products, with one case for each combination of $f$ and $w_i$. `spectral_pollution` takes real square roots of the two weights as $c$ and $s$; `hsum` and `hmean` check the normalisation and the mean energy. `level_confined` gives the bound $[a,b]$, also for $a=b$. In `residual_sq`, `hres` expands the residual in $u$ and $v$, `norm_sq_mix` gives its norm, and `linear_combination` does the final algebra.

## From exact eigenvectors to the Dirac continuum

`gapStates_of_isSymmetric` supplies the assumptions for every Hermitian operator on a space of finite dimension at least two: any two distinct members of its orthonormal eigenbasis serve as $u$ and $v$, and all the others as $w_i$. A trial space only one dimension short of the full space can thus already carry a spurious level. The two eigenvalues must still differ, with the lower one called $a$. `gapStates_witness` checks the assumptions for $\mathrm{diag}(-1,1,2)$.

The theorems assume exact eigenvectors and so do not cover a continuum. For one electron in the Coulomb field of a nucleus, the negative-energy continuum of the Dirac operator offers no normalisable eigenvector to use as $u$. A normalised wave packet of negative-energy continuum states with finite energy variance can take that place, with $a$ as its mean energy. It is orthogonal to the bound states $v$ and $w_i$, and because the Dirac operator is Hermitian, the matrix is still diagonal with entries $E$ and $\omega_i$. Only the residual formula changes: the squared residual grows by $|c|^2$ times the energy variance of the packet.

The theorems show that a bad basis function exists. They do not say how often a given basis set contains one, or which basis construction avoids it.
